# One-magnon energies of a finite Heisenberg ferromagnet in zero field, in units of the spin length S, lie between zero and the largest summed coupling of a bond's two ends

I simulate single spin flips on irregular Heisenberg ferromagnets (clusters, diluted lattices, a few highly connected sites) with a Chebyshev expansion, which needs an interval containing the whole spectrum. If I guess the upper edge too low, the polynomials grow without control. The safe estimate I know, twice the largest coordination number, wastes resolution when one site has many neighbours: for a centre with three leaves it gives 6, while the top Laplacian eigenvalue is 4. The Anderson-Morley bound is supposed to say that on a finite simple graph with at least one edge, every Laplacian eigenvalue is at most the maximum over edges uv of deg(u) + deg(v). I would like to see why, whether it survives unequal exchange couplings, and whether it is ever reached, with a machine-checked proof.

## From spins to the weighted Laplacian

The bound holds, it extends to unequal couplings as long as they are nonnegative on every bond, and it is reached on bipartite graphs with constant degree on each side.

Place spins of length S on the sites of a finite graph, with energy −Σ J_uw S_u·S_w, each bond counted once and ħ = 1. Let |u⟩ be the normalised state with one unit of spin lowered at site u of the fully aligned state, and let

κ(u) = Σ_{w~u} J_uw

be the total coupling of u, where w~u runs over its neighbours. Relative to the aligned state, the longitudinal terms cost S κ(u), and the transverse terms move the flip to a neighbour w with amplitude −S J_uw. Dividing by S, the matrix H acting on amplitudes x_u is diag(κ) minus the matrix of couplings on bonds:

(Hx)_u = Σ_{w~u} J_uw (x_u − x_w)

For J = 1 this is the graph Laplacian and κ(u) = deg(u). Physical excitation energies are S times the eigenvalues of H.

## The bond with the largest amplitude difference

Let Hx = μx with x ≠ 0 and J ≥ 0 on bonds. Choose a bond pq that maximises the difference, M = |x_p − x_q|. At any site u the triangle inequality gives

|μ x_u| = |Σ_{w~u} J_uw (x_u − x_w)| ≤ κ(u) M

Subtract the eigenvalue equations at the two ends of the chosen bond:

|μ| M = |μ x_p − μ x_q| ≤ |μ x_p| + |μ x_q| ≤ (κ(p) + κ(q)) M

If M > 0, divide by M. If M = 0, the first inequality gives μ x_u = 0 everywhere, and a site with x_u ≠ 0 forces μ = 0, which is at most κ(p) + κ(q) because total couplings are nonnegative. Either way

|μ| ≤ B, with B = max over bonds uv of (κ(u) + κ(v))

For the lower edge take a real eigenvalue E and the site u where |x_u| is largest. Rearranging the equation there,

(κ(u) − E) x_u = Σ_{w~u} J_uw x_w

The right side has modulus at most κ(u) |x_u|, and |x_u| > 0, so |κ(u) − E| ≤ κ(u), hence E ≥ 0.

For attainment set J = 1 and let every bond join a site of sublattice A, all of degree a, to a site of sublattice B′, all of degree b. Every bond has degree sum a + b. Put x = a on A and x = −b on B′. At an A site each of the a bonds contributes a + b, giving (a + b)·a; at a B′ site each of the b bonds contributes −(a + b), giving (a + b)·(−b). So x is an eigenvector with eigenvalue a + b. With N_A and N_B′ sites on the two sublattices, the normalised state is x divided by √(N_A a² + N_B′ b²). For the three-leaf star, x = (3, −1, −1, −1) normalises to √3/2 at the centre and −1/(2√3) on each leaf, with eigenvalue 4; for a single bond it is (1, −1)/√2 with eigenvalue 2.

For the one-flip sector of a finite Heisenberg ferromagnet without field or anisotropy, with energies measured from the aligned state, [0, S·B] is therefore an interval containing the whole spectrum, computed from S and the couplings alone. It is never wider than the one from twice the largest κ, and equals it when all κ(u) agree.

In Lean 4 with Mathlib:

```lean
import Mathlib

open Matrix

namespace MagnonBandwidth

noncomputable section

variable {V : Type*} [Fintype V] [DecidableEq V] (G : SimpleGraph V) [DecidableRel G.Adj]
  {𝕜 : Type*} [RCLike 𝕜]

/-- The bonds of the lattice: ordered pairs of adjacent sites. -/
def bonds : Finset (V × V) := Finset.univ.filter fun p => G.Adj p.1 p.2

/-- Total exchange coupling of site `u` to its neighbours (the weighted degree). -/
def coupling (J : Sym2 V → ℝ) (u : V) : ℝ := ∑ w ∈ G.neighborFinset u, J s(u, w)

/-- One-magnon Hamiltonian in units of the spin length: the weighted graph Laplacian, with the
total coupling on the diagonal and hopping `-J` along bonds. -/
def magnonH (𝕜 : Type*) [RCLike 𝕜] (J : Sym2 V → ℝ) : Matrix V V 𝕜 :=
  Matrix.diagonal (fun u => ((coupling G J u : ℝ) : 𝕜)) -
    Matrix.of fun u v => if G.Adj u v then ((J s(u, v) : ℝ) : 𝕜) else 0

/-- The maximum over bonds of the sum of the total couplings of the two ends. -/
def edgeBound (J : Sym2 V → ℝ) (hne : (bonds G).Nonempty) : ℝ :=
  (bonds G).sup' hne fun p => coupling G J p.1 + coupling G J p.2

/-- The maximum over edges `uv` of `deg u + deg v`. -/
def maxEdgeDegree (hne : (bonds G).Nonempty) : ℝ :=
  (bonds G).sup' hne fun p => (G.degree p.1 : ℝ) + (G.degree p.2 : ℝ)

/-- The staggered amplitude: `a` on one sublattice and `-b` on the other. -/
def staggered (𝕜 : Type*) [RCLike 𝕜] (c : V → Bool) (a b : ℕ) : V → 𝕜 :=
  fun u => if c u then (a : 𝕜) else -(b : 𝕜)

/-- The Hamiltonian sums the coupling-weighted amplitude differences over the bonds at a site. -/
theorem magnonH_mulVec (J : Sym2 V → ℝ) (x : V → 𝕜) (u : V) :
    (magnonH G 𝕜 J *ᵥ x) u = ∑ w ∈ G.neighborFinset u, ((J s(u, w) : ℝ) : 𝕜) * (x u - x w) := by
  have hf : G.neighborFinset u = Finset.univ.filter (fun w => G.Adj u w) := by
    ext w
    simp
  simp only [magnonH, Matrix.sub_mulVec, Pi.sub_apply, Matrix.mulVec_diagonal, coupling,
    RCLike.ofReal_sum, mul_sub, Finset.sum_sub_distrib, Finset.sum_mul]
  congr 1
  simp only [Matrix.mulVec, dotProduct, Matrix.of_apply, ite_mul, zero_mul]
  rw [hf, Finset.sum_filter]

omit [DecidableEq V] in
/-- For nonnegative couplings, a coupling-weighted sum over neighbours of terms of modulus at
most `M` has modulus at most the total coupling times `M`. -/
theorem norm_weighted_sum_le (J : Sym2 V → ℝ) (hJ : ∀ u v, G.Adj u v → 0 ≤ J s(u, v))
    (u : V) (y : V → 𝕜) (M : ℝ) (hy : ∀ w, G.Adj u w → ‖y w‖ ≤ M) :
    ‖∑ w ∈ G.neighborFinset u, ((J s(u, w) : ℝ) : 𝕜) * y w‖ ≤ coupling G J u * M := by
  rw [coupling, Finset.sum_mul]
  refine (norm_sum_le _ _).trans (Finset.sum_le_sum fun w hw => ?_)
  have hadj : G.Adj u w := by simpa using hw
  rw [norm_mul, RCLike.norm_ofReal, abs_of_nonneg (hJ u w hadj)]
  exact mul_le_mul_of_nonneg_left (hy w hadj) (hJ u w hadj)

/-- For nonnegative couplings, every eigenvalue of the one-magnon Hamiltonian has modulus at most
the maximum over bonds of the sum of the total couplings of the two ends. -/
theorem norm_eigenvalue_le (J : Sym2 V → ℝ) (hJ : ∀ u v, G.Adj u v → 0 ≤ J s(u, v))
    (hne : (bonds G).Nonempty) (μ : 𝕜) (x : V → 𝕜) (hx : x ≠ 0)
    (hμ : magnonH G 𝕜 J *ᵥ x = μ • x) : ‖μ‖ ≤ edgeBound G J hne := by
  -- the bond carrying the largest amplitude difference
  obtain ⟨p, hp, hmax⟩ :=
    Finset.exists_max_image (bonds G) (fun q : V × V => ‖x q.1 - x q.2‖) hne
  have hle : coupling G J p.1 + coupling G J p.2 ≤ edgeBound G J hne := by
    unfold edgeBound
    exact Finset.le_sup' (fun q : V × V => coupling G J q.1 + coupling G J q.2) hp
  refine le_trans ?_ hle
  obtain ⟨M, hM⟩ : ∃ M : ℝ, M = ‖x p.1 - x p.2‖ := ⟨_, rfl⟩
  have hdiff : ∀ u w, G.Adj u w → ‖x u - x w‖ ≤ M := by
    intro u w h
    have hmem : (u, w) ∈ bonds G := by simp [bonds, h]
    rw [hM]
    exact hmax (u, w) hmem
  have hM0 : 0 ≤ M := by
    rw [hM]
    exact norm_nonneg _
  have hloc : ∀ u, ‖μ * x u‖ ≤ coupling G J u * M := by
    intro u
    have h1 : (magnonH G 𝕜 J *ᵥ x) u = μ * x u := congrFun hμ u
    rw [magnonH_mulVec] at h1
    calc ‖μ * x u‖
        = ‖∑ w ∈ G.neighborFinset u, ((J s(u, w) : ℝ) : 𝕜) * (x u - x w)‖ := by rw [h1]
      _ ≤ coupling G J u * M :=
        norm_weighted_sum_le G J hJ u (fun w => x u - x w) M (hdiff u)
  rcases hM0.eq_or_lt with h0 | hpos
  · -- no difference on any bond: the eigenvalue vanishes
    obtain ⟨u, hu⟩ := Function.ne_iff.1 hx
    have hu' : 0 < ‖x u‖ := norm_pos_iff.2 hu
    have h1 := hloc u
    rw [← h0, mul_zero, norm_mul] at h1
    have h2 : ‖μ‖ ≤ 0 := le_of_mul_le_mul_right (by rwa [zero_mul]) hu'
    have hc : ∀ v, 0 ≤ coupling G J v := by
      intro v
      unfold coupling
      exact Finset.sum_nonneg fun w hw => hJ v w (by simpa using hw)
    exact h2.trans (add_nonneg (hc p.1) (hc p.2))
  · -- subtract the eigenvalue equations at the two ends of the bond
    refine le_of_mul_le_mul_right ?_ hpos
    calc ‖μ‖ * M = ‖μ * x p.1 - μ * x p.2‖ := by rw [hM, ← norm_mul μ, mul_sub μ]
      _ ≤ ‖μ * x p.1‖ + ‖μ * x p.2‖ := norm_sub_le _ _
      _ ≤ coupling G J p.1 * M + coupling G J p.2 * M := add_le_add (hloc p.1) (hloc p.2)
      _ = (coupling G J p.1 + coupling G J p.2) * M := (add_mul _ _ _).symm

/-- For nonnegative couplings, every real eigenvalue `E` of `magnonH` (a one-magnon energy in units
of the spin length) lies between zero and the maximum over bonds of the sum of the total couplings
of the two ends. -/
theorem magnon_band (J : Sym2 V → ℝ) (hJ : ∀ u v, G.Adj u v → 0 ≤ J s(u, v))
    (hne : (bonds G).Nonempty) (E : ℝ) (x : V → 𝕜) (hx : x ≠ 0)
    (hE : magnonH G 𝕜 J *ᵥ x = (E : 𝕜) • x) : 0 ≤ E ∧ E ≤ edgeBound G J hne := by
  constructor
  · -- look at the site of largest amplitude
    obtain ⟨u0, hu0⟩ := Function.ne_iff.1 hx
    obtain ⟨u, -, hu⟩ :=
      Finset.exists_max_image Finset.univ (fun u => ‖x u‖) ⟨u0, Finset.mem_univ _⟩
    have hpos0 : 0 < ‖x u0‖ := norm_pos_iff.2 hu0
    have hpos : 0 < ‖x u‖ := hpos0.trans_le (hu u0 (Finset.mem_univ _))
    have h1 : (magnonH G 𝕜 J *ᵥ x) u = (E : 𝕜) * x u := congrFun hE u
    rw [magnonH_mulVec] at h1
    have h2 : ((coupling G J u - E : ℝ) : 𝕜) * x u =
        ∑ w ∈ G.neighborFinset u, ((J s(u, w) : ℝ) : 𝕜) * x w := by
      simp only [mul_sub, Finset.sum_sub_distrib] at h1
      rw [RCLike.ofReal_sub, coupling, RCLike.ofReal_sum, sub_mul, Finset.sum_mul]
      linear_combination h1
    have h3 := norm_weighted_sum_le G J hJ u x ‖x u‖ fun w _ => hu w (Finset.mem_univ _)
    rw [← h2, norm_mul, RCLike.norm_ofReal] at h3
    have h4 := le_of_mul_le_mul_right h3 hpos
    linarith [le_abs_self (coupling G J u - E)]
  · have h := norm_eigenvalue_le G J hJ hne (E : 𝕜) x hx hE
    rw [RCLike.norm_ofReal] at h
    exact (le_abs_self E).trans h

omit [DecidableEq V] in
/-- For unit couplings the total coupling of a site is its degree. -/
theorem coupling_one (u : V) : coupling G (fun _ => 1) u = (G.degree u : ℝ) := by
  simp [coupling]

/-- The graph Laplacian is the one-magnon Hamiltonian with unit couplings. -/
theorem lapMatrix_eq_magnonH : G.lapMatrix 𝕜 = magnonH G 𝕜 (fun _ => 1) := by
  ext u v
  simp [SimpleGraph.lapMatrix, SimpleGraph.degMatrix, magnonH, coupling_one,
    Matrix.diagonal_apply]

/-- Anderson-Morley bound: on a graph with an edge, every real Laplacian eigenvalue is at most
the maximum over edges `uv` of `deg u + deg v`; it is also nonnegative. -/
theorem anderson_morley (hne : (bonds G).Nonempty) (μ : ℝ) (x : V → 𝕜) (hx : x ≠ 0)
    (hμ : G.lapMatrix 𝕜 *ᵥ x = (μ : 𝕜) • x) : 0 ≤ μ ∧ μ ≤ maxEdgeDegree G hne := by
  have hb : edgeBound G (fun _ => 1) hne = maxEdgeDegree G hne := by
    simp only [edgeBound, maxEdgeDegree, coupling_one]
  rw [lapMatrix_eq_magnonH] at hμ
  rw [← hb]
  exact magnon_band G (fun _ => 1) (fun _ _ _ => zero_le_one) hne μ x hx hμ

/-- On a bipartite graph with at least one edge and with degree `a` on one sublattice and `b` on the
other, the bound equals `a + b` and the staggered amplitude is a nonzero Laplacian eigenvector with
that eigenvalue. -/
theorem anderson_morley_sharp (hne : (bonds G).Nonempty) (c : V → Bool) (a b : ℕ)
    (hbip : ∀ u v, G.Adj u v → c u ≠ c v) (hdeg : ∀ u, G.degree u = if c u then a else b) :
    maxEdgeDegree G hne = (a : ℝ) + (b : ℝ) ∧ staggered 𝕜 c a b ≠ 0 ∧
      G.lapMatrix 𝕜 *ᵥ staggered 𝕜 c a b =
        ((maxEdgeDegree G hne : ℝ) : 𝕜) • staggered 𝕜 c a b := by
  have hconst : ∀ p ∈ bonds G, (G.degree p.1 : ℝ) + (G.degree p.2 : ℝ) = a + b := by
    intro p hp
    have h := hbip p.1 p.2 (Finset.mem_filter.1 hp).2
    rw [hdeg p.1, hdeg p.2]
    revert h
    cases c p.1 <;> cases c p.2 <;> simp [add_comm]
  have hne' := hne
  obtain ⟨p, hp⟩ := hne'
  have hmax : maxEdgeDegree G hne = (a : ℝ) + (b : ℝ) :=
    le_antisymm (Finset.sup'_le _ _ fun q hq => (hconst q hq).le)
      ((hconst p hp).symm.le.trans
        (Finset.le_sup' (fun q : V × V => (G.degree q.1 : ℝ) + (G.degree q.2 : ℝ)) hp))
  refine ⟨hmax, fun h0 => ?_, ?_⟩
  · have hpos : 0 < G.degree p.1 :=
      (G.degree_pos_iff_exists_adj p.1).2 ⟨p.2, (Finset.mem_filter.1 hp).2⟩
    have h1 : (if c p.1 then (a : 𝕜) else -(b : 𝕜)) = 0 := congrFun h0 p.1
    rw [hdeg p.1] at hpos
    by_cases h : c p.1 = true
    · simp only [if_pos h] at hpos h1
      exact hpos.ne' (Nat.cast_eq_zero.1 h1)
    · simp only [if_neg h] at hpos h1
      exact hpos.ne' (Nat.cast_eq_zero.1 (neg_eq_zero.1 h1))
  · funext u
    have hsum : (G.lapMatrix 𝕜 *ᵥ staggered 𝕜 c a b) u =
        ∑ w ∈ G.neighborFinset u, (staggered 𝕜 c a b u - staggered 𝕜 c a b w) := by
      rw [lapMatrix_eq_magnonH, magnonH_mulVec]
      simp only [RCLike.ofReal_one, one_mul]
    -- every bond carries the difference ±(a + b)
    have hterm : ∀ w ∈ G.neighborFinset u, staggered 𝕜 c a b u - staggered 𝕜 c a b w =
        if c u then ((a : 𝕜) + b) else -((a : 𝕜) + b) := by
      intro w hw
      have h := hbip u w (by simpa using hw)
      simp only [staggered]
      revert h
      cases c u <;> cases c w <;> simp
      ring
    rw [hsum, Finset.sum_congr rfl hterm, Finset.sum_const,
      SimpleGraph.card_neighborFinset_eq_degree, hdeg u, hmax]
    by_cases h : c u = true
    · simp only [staggered, Pi.smul_apply, smul_eq_mul, nsmul_eq_mul, if_pos h]
      push_cast
      ring
    · simp only [staggered, Pi.smul_apply, smul_eq_mul, nsmul_eq_mul, if_neg h]
      push_cast
      ring

/-- The star with centre `0` and three leaves. -/
def star3 : SimpleGraph (Fin 4) := SimpleGraph.fromRel fun u v => u = 0 ∧ v ≠ 0

instance : DecidableRel star3.Adj := fun u v =>
  inferInstanceAs (Decidable (u ≠ v ∧ ((u = 0 ∧ v ≠ 0) ∨ (v = 0 ∧ u ≠ 0))))

/-- The three-leaf star has a bond, is bipartite into centre and leaves, and has degree three at
the centre and one at the leaves. -/
theorem anderson_morley_sharp_witness :
    (bonds star3).Nonempty ∧
      (∀ u v, star3.Adj u v → decide (u = 0) ≠ decide (v = 0)) ∧
      ∀ u, star3.degree u = if decide (u = 0) then 3 else 1 :=
  ⟨⟨(0, 1), Finset.mem_filter.2 ⟨Finset.mem_univ _, by decide⟩⟩, by decide, by decide⟩

end

end MagnonBandwidth
```

```lean
#print axioms MagnonBandwidth.magnon_band
-- 'MagnonBandwidth.magnon_band' depends on axioms: [propext, Classical.choice, Quot.sound]
#print axioms MagnonBandwidth.anderson_morley
-- 'MagnonBandwidth.anderson_morley' depends on axioms: [propext, Classical.choice, Quot.sound]
#print axioms MagnonBandwidth.anderson_morley_sharp
-- 'MagnonBandwidth.anderson_morley_sharp' depends on axioms: [propext, Classical.choice, Quot.sound]
```

## What the theorems say about magnons

The sites form a finite type `V`, and `G : SimpleGraph V` has no loops or multiple edges. Amplitudes live in `𝕜`, real or complex through `RCLike`. The couplings `J : Sym2 V → ℝ` are functions of unordered pairs, which builds in J_uw = J_wu; values on non-adjacent pairs never enter. `coupling G J u` is κ(u), and `magnonH G 𝕜 J` is H, taken as a definition in units of S. `bonds G` lists ordered adjacent pairs, so each edge appears twice, which leaves a maximum unchanged. `edgeBound` is B and `maxEdgeDegree` its unit-coupling form; both use `sup'`, which needs `hne`, the existence of a bond. The hypothesis `hJ` says that every bond is ferromagnetic or vanishing. An eigenvalue is given by an explicit vector `x` with `hx : x ≠ 0`, not necessarily normalised.

`norm_eigenvalue_le` states `‖μ‖ ≤ edgeBound G J hne` for any eigenvalue μ in `𝕜`. `magnon_band` states 0 ≤ E ≤ B for a real eigenvalue E; reality is an assumption of that statement, natural for a real symmetric matrix, and not one of its conclusions. `anderson_morley` is the same for Mathlib's `lapMatrix`, with the degree sum as upper edge. `anderson_morley_sharp` labels sublattices by `c : V → Bool`, true on A; `hbip` says adjacent sites carry different labels and `hdeg` fixes the degrees. It concludes that the maximum is a + b and that `staggered 𝕜 c a b` is a nonzero eigenvector with that eigenvalue. This is a sufficient condition for equality at unit couplings; the converse, that a connected graph reaching the bound must have this form, is not among the statements. `anderson_morley_sharp_witness` shows that `star3` meets those hypotheses with centre 0, a = 3 and b = 1. Infinite lattices and states with several magnons are not treated.

## How the proof follows the derivation

`magnonH_mulVec` is the difference form of (Hx)_u. `norm_weighted_sum_le` isolates the estimate used for both band edges: if |y_w| ≤ M on the neighbours of u, then |Σ J_uw y_w| ≤ κ(u) M, by `norm_sum_le` and `abs_of_nonneg`, the step where |J_uw| = J_uw needs `hJ`.

In `norm_eigenvalue_le`, `Finset.exists_max_image` picks the bond `p`, whose ends `p.1` and `p.2` are the sites p and q above, and `hle` bounds its coupling sum by B through `Finset.le_sup'`. `hdiff` says M dominates every bond difference, and `hloc` is the site inequality. The case split on `hM0` separates M = 0, where `h2` gives |μ| ≤ 0, from M > 0, where the `calc` chain is the subtraction at the two ends and `le_of_mul_le_mul_right` divides by M.

In `magnon_band`, `h2` is the rearranged equation at the site of largest amplitude, closed by `linear_combination h1`; the lemma with y = x gives `h3`, division gives `h4`, and `linarith` extracts E ≥ 0. The upper edge is E ≤ |E| ≤ B. `coupling_one` and `lapMatrix_eq_magnonH` specialise to J = 1, from which `anderson_morley` follows. In `anderson_morley_sharp`, `hconst` makes the degree sum constant on bonds, the vector is nonzero because an end of a bond has positive degree, and `hterm` gives each bond the difference ±(a + b) before the sum over neighbours multiplies it by the degree. The witness is settled by `decide`.

## An antiferromagnetic bond, a triangle and a chain

The reduction from spins to H, the normalised vectors and the examples here are ordinary algebra that no theorem in the file states. Remove `hJ` and take two sites joined by J = −1. Then κ = −1 at both ends and B = −2, while H has rows (−1, 1) and (1, −1) and eigenvalues 0 and −2. The eigenvalue 0 exceeds B and −2 is negative, so both edges of the band fail; the negative energy means that the aligned state is no longer the ground state.

Remove `hbip` and take a triangle with every label true and a = b = 2. The degrees match and the maximum is 4, but the staggered vector is the constant 2, with eigenvalue 0, and the largest eigenvalue of the triangle is 3. Remove `hdeg` and take an open chain of four sites, which is bipartite with degrees 1, 2, 2, 1: the bound is 4 and the top eigenvalue is 2 + √2.
